# Smooth reciprocal dielectric response: zero symmetric slope and a quadratic error bound for optical activity

## One signed wavenumber at fixed frequency

The dielectric tensor of a medium with spatial dispersion depends on frequency and on a wavevector. Here the frequency and a line of propagation are fixed, so that what remains, in Cartesian components, is a complex matrix ε(q) of one real variable q. Its sign gives the sense of travel along the line.

In a medium without a static magnetic field or magnetic order, Onsager reciprocity relates the two senses:

ε(−q) = ε(q)ᵀ.

Split the matrix into its symmetric and antisymmetric parts,

S(q) = (ε(q) + ε(q)ᵀ)/2,  A(q) = (ε(q) − ε(q)ᵀ)/2.

Natural optical activity to first order in q is described by the slope G = A′(0), the gyration matrix. A calculation at finite q gives A(q)/q instead, and the question is how far this lies from G.

## The statement in words

Suppose that ε is reciprocal and that each entry is three times continuously differentiable in q. Then:

- Every entry of S has derivative zero at q = 0.
- If q ≠ 0 and all third derivatives of the entries have modulus at most M between −|q| and |q|, then |A_ij(q)/q − G_ij| ≤ M q²/6 for all i, j.

In Lean, `eps : ℝ → Matrix n n ℂ` is ε, `Reciprocal` is the transpose relation, and `symPart`, `antiPart` and `gyration` are S, A and G. The index type `n` is arbitrary; for Cartesian components it is `Fin 3`, with indices 0, 1, 2. Smoothness is `ContDiff ℝ 3` for each entry, and the third derivative is `iteratedDeriv 3`. Since `deriv` returns 0 where no derivative exists, an entry of `gyration` is a true slope only if the same entry of A is differentiable at q = 0, which the smoothness hypothesis ensures.

Reciprocity and smoothness are assumed, not derived from a microscopic model. Smoothness stands for a nonlocal response that falls off fast enough with distance, and M is an upper bound on the strength of third-order spatial dispersion. Absorption is allowed, because ε need not be Hermitian.

The estimate needs at least A(0) = 0, which reciprocity supplies. A constant nonzero A, as in a simple model of Faraday rotation, would make A(q)/q diverge as q → 0.

For electronic-structure work, the result bounds the error due to finite q in a gyration matrix extracted from one macroscopic dielectric tensor, at fixed frequency and along one line, provided that a bound M is known.

## Derivation by parity in q

Fix i and j and write f(q) = ε_ij(q). Reciprocity gives ε_ji(q) = f(−q), so

S_ij(q) = (f(q) + f(−q))/2,  A_ij(q) = (f(q) − f(−q))/2.

Differentiating at zero,

S′_ij(0) = (f′(0) − f′(0))/2 = 0,  G_ij = (f′(0) + f′(0))/2 = f′(0).

Now define the remainder

r(t) = f(t) − f(−t) − 2t f′(0).

Its derivatives are

r′(t) = f′(t) + f′(−t) − 2f′(0),
r″(t) = f″(t) − f″(−t),
r‴(t) = f‴(t) + f‴(−t).

The first three functions, r, r′ and r″, vanish at t = 0. For 0 ≤ t ≤ |q| the bound on f‴ gives |r‴(t)| ≤ 2M, and three integrations from zero give

|r″(t)| ≤ 2Mt,  |r′(t)| ≤ Mt²,  |r(t)| ≤ Mt³/3.

Because r is odd, |r(q)| ≤ M|q|³/3 for either sign of q. Finally,

A_ij(q)/q − G_ij = r(q)/(2q),

and dividing by 2|q| gives M q²/6.

## A chiral model that attains the bound

Take the 2 × 2 matrix

ε(q) = 1 + (gq + Mq³/6) J,  J = [[0, i], [−i, 0]],

with g real and M ≥ 0. Its 0,1 entry satisfies A₀₁(q)/q − G₀₁ = iMq²/6, so the bound is an equality at every q ≠ 0. The constant 1/6 therefore can't be lowered in a statement for all matrix sizes.

For g = 0.2, M = 0.6 and q = 0.5 in consistent units,

A₀₁ = i(0.1 + 0.0125) = 0.1125i,  A₀₁/q = 0.225i,  G₀₁ = 0.2i.

The error is 0.025, and M q²/6 = 0.6 · 0.25/6 = 0.025.

The smallest nonempty case is a 1 × 1 matrix. Transposition then does nothing, reciprocity makes ε even, and A and G are both zero: with only one field component there is no optical activity.

## The Lean file

```lean
import Mathlib

open Matrix

namespace OpticalActivity

noncomputable section

variable {n : Type*}

/-- Reciprocity of the dielectric matrix: reversing the wavenumber transposes it. -/
def Reciprocal (eps : ℝ → Matrix n n ℂ) : Prop := ∀ q, eps (-q) = (eps q)ᵀ

/-- The symmetric part of a dielectric matrix. -/
def symPart (A : Matrix n n ℂ) : Matrix n n ℂ := (1 / 2 : ℂ) • (A + Aᵀ)

/-- The antisymmetric part of a dielectric matrix. -/
def antiPart (A : Matrix n n ℂ) : Matrix n n ℂ := (1 / 2 : ℂ) • (A - Aᵀ)

/-- The gyration matrix: the slope at `q = 0` of the antisymmetric part, for a dielectric
matrix whose entries are differentiable there. -/
def gyration (eps : ℝ → Matrix n n ℂ) : Matrix n n ℂ :=
  Matrix.of fun i j => deriv (fun q => antiPart (eps q) i j) 0

/-- For a reciprocal medium the symmetric part is the part of `eps` even in `q`. -/
theorem symPart_eq_even {eps : ℝ → Matrix n n ℂ} (h : Reciprocal eps) (q : ℝ) (i j : n) :
    symPart (eps q) i j = (eps q i j + eps (-q) i j) / 2 := by
  rw [h q]
  simp only [symPart, Matrix.smul_apply, Matrix.add_apply, Matrix.transpose_apply, smul_eq_mul]
  ring

/-- For a reciprocal medium the antisymmetric part is the part of `eps` odd in `q`. -/
theorem antiPart_eq_odd {eps : ℝ → Matrix n n ℂ} (h : Reciprocal eps) (q : ℝ) (i j : n) :
    antiPart (eps q) i j = (eps q i j - eps (-q) i j) / 2 := by
  rw [h q]
  simp only [antiPart, Matrix.smul_apply, Matrix.sub_apply, Matrix.transpose_apply, smul_eq_mul]
  ring

/-- If `g` has slope `g'` at `-t`, then the reflected function `s ↦ g (-s)` has slope `-g'` at `t`.
-/
theorem hasDerivAt_reflect {g : ℝ → ℂ} {g' : ℂ} {t : ℝ} (h : HasDerivAt g g' (-t)) :
    HasDerivAt (fun s => g (-s)) (-g') t := by
  have hn : HasDerivAt (fun s : ℝ => -s) (-1) t := hasDerivAt_neg t
  exact (HasDerivAt.scomp t h hn).congr_deriv (by simp)

/-- In a reciprocal medium, an entry of the gyration matrix is the slope at `q = 0` of the same
entry of `eps`, if that entry is differentiable there. -/
theorem gyration_eq_slope {eps : ℝ → Matrix n n ℂ} (h : Reciprocal eps) {i j : n}
    (hd : DifferentiableAt ℝ (fun q => eps q i j) 0) :
    gyration eps i j = deriv (fun q => eps q i j) 0 := by
  have e : (fun q => antiPart (eps q) i j) = fun q => (eps q i j - eps (-q) i j) / 2 :=
    funext fun q => antiPart_eq_odd h q i j
  have hr := hasDerivAt_reflect (t := 0) (g := fun q => eps q i j)
    (by rw [neg_zero]; exact hd.hasDerivAt)
  change deriv (fun q => antiPart (eps q) i j) 0 = _
  rw [e]
  exact (((hd.hasDerivAt.fun_sub hr).div_const 2).congr_deriv (by ring)).deriv

/-- If a differentiable function vanishes at zero and its derivative has modulus at most `C t ^ k`
on `[0, Q]`, then the function has modulus at most `C t ^ (k + 1) / (k + 1)` there. -/
theorem norm_le_of_deriv_bound {f f' : ℝ → ℂ} {C Q : ℝ} (k : ℕ) (h0 : f 0 = 0)
    (hd : ∀ t, HasDerivAt f (f' t) t) (hb : ∀ t ∈ Set.Icc 0 Q, ‖f' t‖ ≤ C * t ^ k) :
    ∀ t ∈ Set.Icc 0 Q, ‖f t‖ ≤ C / ((k : ℝ) + 1) * t ^ (k + 1) := by
  intro t ht
  refine image_norm_le_of_norm_deriv_right_le_deriv_boundary (f' := f')
    (B := fun t => C / ((k : ℝ) + 1) * t ^ (k + 1)) (B' := fun t => C * t ^ k)
    (fun x _ => (hd x).continuousAt.continuousWithinAt)
    (fun x _ => (hd x).hasDerivWithinAt) ?_ ?_ (fun x hx => hb x ⟨hx.1, hx.2.le⟩) ht
  · simp [h0]
  · intro x
    have hk : (k : ℝ) + 1 ≠ 0 := by positivity
    refine ((hasDerivAt_pow (k + 1) x).const_mul (C / ((k : ℝ) + 1))).congr_deriv ?_
    simp only [Nat.add_sub_cancel, Nat.cast_add, Nat.cast_one]
    field_simp

/-- For `Q ≥ 0`, if the third derivative of `f` has modulus at most `M` on `[-Q, Q]`, the odd
difference `f Q - f (-Q)` differs from its linear term by at most `M Q ^ 3 / 3`. -/
theorem odd_remainder_bound {f f₁ f₂ f₃ : ℝ → ℂ} (h₁ : ∀ t, HasDerivAt f (f₁ t) t)
    (h₂ : ∀ t, HasDerivAt f₁ (f₂ t) t) (h₃ : ∀ t, HasDerivAt f₂ (f₃ t) t) {M Q : ℝ}
    (hQ : 0 ≤ Q) (hM : ∀ s, |s| ≤ Q → ‖f₃ s‖ ≤ M) :
    ‖f Q - f (-Q) - 2 * (Q : ℂ) * f₁ 0‖ ≤ M * Q ^ 3 / 3 := by
  have b3 : ∀ t ∈ Set.Icc 0 Q, ‖f₃ t + f₃ (-t)‖ ≤ 2 * M * t ^ 0 := by
    intro t ht
    have a := hM t (by rw [abs_of_nonneg ht.1]; exact ht.2)
    have b := hM (-t) (by rw [abs_neg, abs_of_nonneg ht.1]; exact ht.2)
    have c := norm_add_le (f₃ t) (f₃ (-t))
    simp only [pow_zero, mul_one]
    linarith
  -- integrate the bound three times
  have b2 : ∀ t ∈ Set.Icc 0 Q, ‖f₂ t - f₂ (-t)‖ ≤ 2 * M * t ^ 1 := fun t ht =>
    (norm_le_of_deriv_bound (f := fun t => f₂ t - f₂ (-t)) 0 (by simp)
      (fun t => ((h₃ t).fun_sub (hasDerivAt_reflect (h₃ (-t)))).congr_deriv
        (sub_neg_eq_add _ _)) b3 t ht).trans_eq (by push_cast; ring)
  have b1 : ∀ t ∈ Set.Icc 0 Q, ‖f₁ t + f₁ (-t) - 2 * f₁ 0‖ ≤ M * t ^ 2 := fun t ht =>
    (norm_le_of_deriv_bound (f := fun t => f₁ t + f₁ (-t) - 2 * f₁ 0) 1
      (by simp only [neg_zero]; ring)
      (fun t => (((h₂ t).fun_add (hasDerivAt_reflect (h₂ (-t)))).sub_const
        (2 * f₁ 0)).congr_deriv (sub_eq_add_neg _ _).symm) b2 t ht).trans_eq
      (by push_cast; ring)
  have hlin : ∀ t : ℝ, HasDerivAt (fun s : ℝ => 2 * (s : ℂ) * f₁ 0) (2 * f₁ 0) t := fun t =>
    (((hasDerivAt_id' t).ofReal_comp.const_mul (2 : ℂ)).mul_const (f₁ 0)).congr_deriv (by simp)
  exact (norm_le_of_deriv_bound (f := fun t => f t - f (-t) - 2 * (t : ℂ) * f₁ 0) 2 (by simp)
    (fun t => (((h₁ t).fun_sub (hasDerivAt_reflect (h₁ (-t)))).fun_sub (hlin t)).congr_deriv
      (by rw [sub_neg_eq_add])) b1 Q ⟨hQ, le_rfl⟩).trans_eq (by push_cast; ring)

/-- In a reciprocal medium with `C³` dielectric matrix the symmetric part has zero slope at `q = 0`.
For `q ≠ 0`, if the third derivatives of the entries have modulus at most `M` between `-|q|` and
`|q|`, the antisymmetric part over `q` is within `M q ^ 2 / 6` of the gyration matrix, entrywise. -/
theorem optical_activity {eps : ℝ → Matrix n n ℂ} (h : Reciprocal eps)
    (hC : ∀ i j, ContDiff ℝ 3 (fun q => eps q i j)) :
    (∀ i j, HasDerivAt (fun q => symPart (eps q) i j) 0 0) ∧
    ∀ M q : ℝ, q ≠ 0 →
      (∀ i j s, |s| ≤ |q| → ‖iteratedDeriv 3 (fun q => eps q i j) s‖ ≤ M) →
      ∀ i j, ‖antiPart (eps q) i j / (q : ℂ) - gyration eps i j‖ ≤ M * q ^ 2 / 6 := by
  have hd : ∀ i j, DifferentiableAt ℝ (fun q => eps q i j) 0 := fun i j =>
    (hC i j).differentiable (by norm_num) 0
  refine ⟨fun i j => ?_, fun M q hq hM i j => ?_⟩
  · have e : (fun q => symPart (eps q) i j) = fun q => (eps q i j + eps (-q) i j) / 2 :=
      funext fun q => symPart_eq_even h q i j
    have hr := hasDerivAt_reflect (t := 0) (g := fun q => eps q i j)
      (by rw [neg_zero]; exact (hd i j).hasDerivAt)
    rw [e]
    exact (((hd i j).hasDerivAt.fun_add hr).div_const 2).congr_deriv (by ring)
  · have d : ∀ k : ℕ, k < 3 → ∀ t, HasDerivAt (iteratedDeriv k (fun q => eps q i j))
        (iteratedDeriv (k + 1) (fun q => eps q i j) t) t := by
      intro k hk t
      rw [iteratedDeriv_succ]
      exact ((hC i j).differentiable_iteratedDeriv k (by exact_mod_cast hk) t).hasDerivAt
    have d0 : ∀ t, HasDerivAt (fun q => eps q i j)
        (iteratedDeriv 1 (fun q => eps q i j) t) t := fun t => by
      simpa only [iteratedDeriv_zero, zero_add] using d 0 (by norm_num) t
    have B := odd_remainder_bound d0 (d 1 (by norm_num)) (d 2 (by norm_num))
      (abs_nonneg q) (hM i j)
    rw [gyration_eq_slope h (hd i j), (d0 0).deriv]
    set c := iteratedDeriv 1 (fun q => eps q i j) 0
    -- the remainder is odd, so the sign of q does not matter
    have B' : ‖eps q i j - eps (-q) i j - 2 * (q : ℂ) * c‖ ≤ M * |q| ^ 3 / 3 := by
      rcases abs_choice q with hs | hs
      · rw [hs] at B ⊢
        exact B
      · rw [← norm_neg]
        refine le_trans (le_of_eq ?_) B
        rw [hs, neg_neg]
        congr 1
        push_cast
        ring
    have hq' : (q : ℂ) ≠ 0 := by exact_mod_cast hq
    have key : (antiPart (eps q) i j / (q : ℂ) - c) * (2 * (q : ℂ))
        = eps q i j - eps (-q) i j - 2 * (q : ℂ) * c := by
      linear_combination 2 * div_mul_cancel₀ (antiPart (eps q) i j) hq'
        + 2 * antiPart_eq_odd h q i j
    have hn : ‖2 * (q : ℂ)‖ = 2 * |q| := by simp
    rw [← key, norm_mul, hn] at B'
    have hpos : 0 < 2 * |q| := by positivity
    refine le_of_mul_le_mul_right (B'.trans_eq ?_) hpos
    rw [← sq_abs q]
    ring

/-- In three dimensions the antisymmetric part of a dielectric matrix acts on a field as the cross
product with a vector built from its entries. -/
theorem antiPart_mulVec_eq_cross (A : Matrix (Fin 3) (Fin 3) ℂ) (E : Fin 3 → ℂ) :
    antiPart A *ᵥ E = crossProduct ![antiPart A 2 1, antiPart A 0 2, antiPart A 1 0] E := by
  ext i
  fin_cases i <;>
    simp [antiPart, cross_apply, Matrix.mulVec, dotProduct, Fin.sum_univ_succ] <;> ring

/-- The antisymmetric coupling of two transverse field components. -/
def coupling : Matrix (Fin 2) (Fin 2) ℂ := !![0, Complex.I; -Complex.I, 0]

/-- A chiral model medium: unit matrix plus a coupling with linear and cubic terms in `q`. -/
def chiralModel (g M q : ℝ) : Matrix (Fin 2) (Fin 2) ℂ :=
  1 + ((g * q + M * q ^ 3 / 6 : ℝ) : ℂ) • coupling

/-- The first and third derivatives of a cubic dispersion law: the slope at each `q`, and the
constant third derivative. -/
theorem cubic_derivatives (b c : ℂ) (g M : ℝ) :
    (∀ q : ℝ, HasDerivAt (fun q : ℝ => b + c * ((g * q + M * q ^ 3 / 6 : ℝ) : ℂ))
      (c * ((g + M * q ^ 2 / 2 : ℝ) : ℂ)) q) ∧
    ∀ s, iteratedDeriv 3 (fun q : ℝ => b + c * ((g * q + M * q ^ 3 / 6 : ℝ) : ℂ)) s
      = c * (M : ℂ) := by
  have d1 : ∀ q : ℝ, HasDerivAt (fun q : ℝ => b + c * ((g * q + M * q ^ 3 / 6 : ℝ) : ℂ))
      (c * ((g + M * q ^ 2 / 2 : ℝ) : ℂ)) q := fun q =>
    (((((hasDerivAt_id' q).const_mul g).fun_add
      (((hasDerivAt_pow 3 q).const_mul M).div_const 6)).ofReal_comp.const_mul c).const_add
      b).congr_deriv (by push_cast; ring)
  have d2 : ∀ q : ℝ, HasDerivAt (fun q : ℝ => c * ((g + M * q ^ 2 / 2 : ℝ) : ℂ))
      (c * ((M * q : ℝ) : ℂ)) q := fun q =>
    (((((hasDerivAt_pow 2 q).const_mul M).div_const 2).const_add
      g).ofReal_comp.const_mul c).congr_deriv (by push_cast; ring)
  have d3 : ∀ q : ℝ, HasDerivAt (fun q : ℝ => c * ((M * q : ℝ) : ℂ)) (c * (M : ℂ)) q := fun q =>
    (((hasDerivAt_id' q).const_mul M).ofReal_comp.const_mul c).congr_deriv (by push_cast; ring)
  refine ⟨d1, fun s => ?_⟩
  rw [iteratedDeriv_eq_iterate]
  change deriv (deriv (deriv _)) s = _
  rw [funext fun q => (d1 q).deriv, funext fun q => (d2 q).deriv, (d3 s).deriv]

/-- For `M ≥ 0` the chiral model is reciprocal and `C³` with third derivatives of modulus at most
`M`, and at every `q ≠ 0` the `0, 1` entries of its antisymmetric part over `q` and of its gyration
matrix differ by exactly `M q ^ 2 / 6` in modulus. -/
theorem optical_activity_sharp_witness (g : ℝ) {M : ℝ} (hM : 0 ≤ M) :
    Reciprocal (chiralModel g M) ∧
    (∀ i j, ContDiff ℝ 3 (fun q => chiralModel g M q i j)) ∧
    (∀ i j s, ‖iteratedDeriv 3 (fun q => chiralModel g M q i j) s‖ ≤ M) ∧
    ∀ q : ℝ, q ≠ 0 → ‖antiPart (chiralModel g M q) 0 1 / (q : ℂ)
      - gyration (chiralModel g M) 0 1‖ = M * q ^ 2 / 6 := by
  have a : ∀ q i j, chiralModel g M q i j = (1 : Matrix (Fin 2) (Fin 2) ℂ) i j
      + coupling i j * ((g * q + M * q ^ 3 / 6 : ℝ) : ℂ) := by
    intro q i j
    simp only [chiralModel, Matrix.add_apply, Matrix.smul_apply, smul_eq_mul]
    ring
  have e := fun i j => funext fun q => a q i j
  have hrec : Reciprocal (chiralModel g M) := by
    intro q
    ext i j
    have hJ : coupling j i = -coupling i j := by
      fin_cases i <;> fin_cases j <;> simp [coupling]
    have h1 : (1 : Matrix (Fin 2) (Fin 2) ℂ) j i = (1 : Matrix (Fin 2) (Fin 2) ℂ) i j := by
      fin_cases i <;> fin_cases j <;> simp
    rw [Matrix.transpose_apply, a, a, hJ, h1]
    push_cast
    ring
  refine ⟨hrec, fun i j => ?_, fun i j s => ?_, fun q hq => ?_⟩
  · have hp : ContDiff ℝ 3 (fun q : ℝ => g * q + M * q ^ 3 / 6) := by fun_prop
    rw [e i j]
    exact contDiff_const.add (contDiff_const.mul (Complex.ofRealCLM.contDiff.comp hp))
  · have hJ : ‖coupling i j‖ ≤ 1 := by
      fin_cases i <;> fin_cases j <;> simp [coupling]
    rw [e i j, (cubic_derivatives _ _ g M).2 s, norm_mul, Complex.norm_real,
      Real.norm_of_nonneg hM]
    exact mul_le_of_le_one_left hM hJ
  · have hc : coupling 0 1 = Complex.I := by simp [coupling]
    have hg : HasDerivAt (fun q => chiralModel g M q 0 1) (Complex.I * (g : ℂ)) 0 := by
      rw [e 0 1]
      exact ((cubic_derivatives _ _ g M).1 0).congr_deriv (by simp [hc])
    have hq' : (q : ℂ) ≠ 0 := by exact_mod_cast hq
    -- only the cubic term survives the subtraction
    have hdiff : antiPart (chiralModel g M q) 0 1 / (q : ℂ) - Complex.I * (g : ℂ)
        = Complex.I * ((M * q ^ 2 / 6 : ℝ) : ℂ) := by
      rw [antiPart_eq_odd hrec, a, a, hc, sub_eq_iff_eq_add, div_eq_iff hq']
      push_cast
      ring
    rw [gyration_eq_slope hrec hg.differentiableAt, hg.deriv, hdiff, norm_mul, Complex.norm_I,
      one_mul, Complex.norm_real, Real.norm_of_nonneg (by positivity)]

end

end OpticalActivity
```

```lean
#print axioms OpticalActivity.optical_activity
#print axioms OpticalActivity.antiPart_mulVec_eq_cross
```

```
'OpticalActivity.optical_activity' depends on axioms: [propext, Classical.choice, Quot.sound]
'OpticalActivity.antiPart_mulVec_eq_cross' depends on axioms: [propext, Classical.choice, Quot.sound]
```

## From parity to the estimate in Lean

`symPart_eq_even` and `antiPart_eq_odd` rewrite the two parts by reciprocity. `hasDerivAt_reflect` is the chain rule for t ↦ −t, and `gyration_eq_slope` uses it to obtain G_ij = f′(0).

`norm_le_of_deriv_bound` performs one integration step: a function that vanishes at zero, with derivative bounded by C tᵏ, is bounded by C tᵏ⁺¹/(k + 1). It compares norms through a Mathlib inequality and needs no integral. `odd_remainder_bound` applies it three times. There `b3`, `b2` and `b1` are the bounds on r‴, r″ and r′, and the last application bounds r.

In `optical_activity`, the first part differentiates the even combination. In the second, `d` supplies the successive derivatives and `B` is the remainder bound at |q|. `B'` transfers it to q by oddness, `key` is the identity linking r(q) to A_ij(q)/q − G_ij, and the positive factor 2|q| is then cancelled.

`antiPart_mulVec_eq_cross` checks by components that, for any 3 × 3 matrix, the antisymmetric part acts on a field E as w × E, with w = (A₂₁, A₀₂, A₁₀). Here A is again the antisymmetric part, which is `antiPart A` in the Lean statement.

`cubic_derivatives` differentiates the model's dispersion law. `optical_activity_sharp_witness` uses it to verify the hypotheses for `chiralModel`; in its last part, `hdiff` subtracts the linear term and leaves the cubic contribution, whose norm is the bound.
